# Two-electron harmonium has a closed-form state of every polynomial degree n ≥ 1, each at a suitable trap frequency

The relative motion of two Coulomb-repelling electrons in a harmonic trap can have a closed-form state, a polynomial in their distance times a Gaussian, but only if the trap frequency solves an algebraic equation that depends on the polynomial degree. It is not obvious that this equation always has a positive root. The theorems below prove that a suitable frequency exists for every degree n ≥ 1, and that the state can be chosen nodeless and is normalizable.

```lean
import Mathlib

open Polynomial

namespace Harmonium

noncomputable section

/-- Coefficients of the formal power series `p` with constant term one that solves
`r p'' + (2 - w r²) p' + (n w r - 1) p = 0`. -/
def amp (n : ℕ) (w : ℝ) : ℕ → ℝ
  | 0 => 1
  | 1 => 1 / 2
  | k + 2 => (amp n w (k + 1) - w * ((n : ℝ) - k) * amp n w k) / (((k : ℝ) + 2) * ((k : ℝ) + 3))

/-- The polynomial equation `r p'' + (2 - w r²) p' + (n w r - 1) p = 0`. -/
def Solves (n : ℕ) (w : ℝ) (p : ℝ[X]) : Prop :=
  X * derivative (derivative p) + (C 2 - C w * X ^ 2) * derivative p
    + (C ((n : ℝ) * w) * X - 1) * p = 0

/-- The radial function `p(r) exp(-w r²/4)` of the interelectronic distance. -/
def wave (w : ℝ) (p : ℝ[X]) (r : ℝ) : ℝ := p.eval r * Real.exp (-(w * r ^ 2 / 4))

/-- The s-wave Hamiltonian of the relative motion of two electrons in a harmonic trap, in
atomic units, for twice differentiable `φ` and `r ≠ 0`. -/
def relHamiltonian (w : ℝ) (φ : ℝ → ℝ) (r : ℝ) : ℝ :=
  -(deriv (deriv φ) r + 2 / r * deriv φ r) + (w ^ 2 * r ^ 2 / 4 + 1 / r) * φ r

/-- The three-term recursion of the coefficients. -/
theorem amp_rec (n : ℕ) (w : ℝ) (k : ℕ) :
    ((k : ℝ) + 2) * ((k : ℝ) + 3) * amp n w (k + 2)
      = amp n w (k + 1) - w * ((n : ℝ) - k) * amp n w k := by
  rw [amp]
  field_simp

/-- Each coefficient depends continuously on the trap frequency. -/
theorem amp_continuous (n : ℕ) : ∀ k, Continuous fun w => amp n w k
  | 0 => by simp only [amp]; exact continuous_const
  | 1 => by simp only [amp]; exact continuous_const
  | k + 2 => by
    have h1 := amp_continuous n (k + 1)
    have h0 := amp_continuous n k
    simp only [amp]
    exact (h1.sub ((continuous_id.mul continuous_const).mul h0)).div_const _

/-- At zero trap frequency every coefficient is positive. -/
theorem amp_zero_pos (n : ℕ) : ∀ k, 0 < amp n 0 k
  | 0 => by norm_num [amp]
  | 1 => by norm_num [amp]
  | k + 2 => by
    have h := amp_zero_pos n (k + 1)
    rw [amp, zero_mul, zero_mul, sub_zero]
    exact div_pos h (by positivity)

/-- At nonzero frequency, two neighbouring coefficients with indices `k` and `k + 1`, `k ≤ n`,
never vanish together. -/
theorem amp_no_double_zero (n : ℕ) (w : ℝ) (hw : w ≠ 0) (k : ℕ) (hk : k ≤ n)
    (h0 : amp n w k = 0) (h1 : amp n w (k + 1) = 0) : False := by
  induction k with
  | zero => norm_num [amp] at h0
  | succ k ih =>
    have h := amp_rec n w k
    have h1' : amp n w (k + 2) = 0 := h1
    rw [h1', h0] at h
    have hkn : (k : ℝ) + 1 ≤ n := by exact_mod_cast hk
    have hc : w * ((n : ℝ) - k) ≠ 0 := mul_ne_zero hw (by linarith)
    have hz : w * ((n : ℝ) - k) * amp n w k = 0 := by linarith
    exact ih (by omega) ((mul_eq_zero.mp hz).resolve_left hc) h0

/-- For `n ≥ 1` some positive frequency makes coefficient `n + 1` vanish while all earlier
coefficients are positive. -/
theorem exists_frequency (n : ℕ) (hn : 1 ≤ n) :
    ∃ w : ℝ, 0 < w ∧ amp n w (n + 1) = 0 ∧ ∀ k ≤ n, 0 < amp n w k := by
  -- frequencies at which positivity of some coefficient is lost
  let S : Set ℝ := Set.Ici 0 ∩ ⋃ j ∈ Finset.range (n + 2), {t | amp n t j ≤ 0}
  have memS : ∀ t, t ∈ S ↔ 0 ≤ t ∧ ∃ j, j < n + 2 ∧ amp n t j ≤ 0 := by
    intro t
    simp [S]
  have hcl : IsClosed S := isClosed_Ici.inter
    (isClosed_biUnion_finset fun j _ => isClosed_le (amp_continuous n j) continuous_const)
  have hne : S.Nonempty := by
    refine ⟨1, (memS 1).2 ⟨zero_le_one, 2, by omega, ?_⟩⟩
    have hn' : (1 : ℝ) ≤ n := by exact_mod_cast hn
    have e : amp n 1 2 = (1 / 2 - 1 * ((n : ℝ) - (0 : ℕ)) * 1)
        / ((((0 : ℕ) : ℝ) + 2) * (((0 : ℕ) : ℝ) + 3)) := by simp [amp]
    rw [e]
    refine div_nonpos_of_nonpos_of_nonneg ?_ (by positivity)
    push_cast
    linarith
  have hbd : BddBelow S := ⟨0, fun t ht => ((memS t).1 ht).1⟩
  obtain ⟨w, hwS, hmin⟩ : ∃ w ∈ S, ∀ t ∈ S, w ≤ t :=
    ⟨sInf S, hcl.csInf_mem hne hbd, fun t ht => csInf_le hbd ht⟩
  obtain ⟨hw0, j, hj, hja⟩ := (memS w).1 hwS
  have hw : 0 < w := by
    refine lt_of_le_of_ne hw0 fun h => ?_
    rw [← h] at hja
    exact absurd (amp_zero_pos n j) (not_lt_of_ge hja)
  -- at the first such frequency no coefficient is negative yet
  have hnn : ∀ i, i < n + 2 → 0 ≤ amp n w i := by
    intro i hi
    by_contra hneg
    have hneg' := lt_of_not_ge hneg
    obtain ⟨t, ht, hz⟩ := intermediate_value_Icc' hw0 (amp_continuous n i).continuousOn
      ⟨hneg'.le, (amp_zero_pos n i).le⟩
    have hz' : amp n t i = 0 := hz
    have htw : t = w := le_antisymm ht.2 (hmin t ((memS t).2 ⟨ht.1, i, hi, hz'.le⟩))
    rw [htw] at hz'
    linarith
  have hpos : ∀ k ≤ n, 0 < amp n w k := by
    intro k hk
    refine lt_of_le_of_ne (hnn k (by omega)) fun h => ?_
    match k, hk, h with
    | 0, _, h => norm_num [amp] at h
    | 1, _, h => norm_num [amp] at h
    | k + 2, hk, h =>
      -- a zero here would force the preceding coefficient to vanish too
      have hr := amp_rec n w (k + 1)
      have h2 : amp n w (k + 1 + 1) = 0 := h.symm
      have h3 := hnn (k + 1 + 2) (by omega)
      have h1 := hnn (k + 1) (by omega)
      have hkn : (k : ℝ) + 2 ≤ n := by exact_mod_cast hk
      have hc : 0 < w * ((n : ℝ) - ((k + 1 : ℕ) : ℝ)) :=
        mul_pos hw (by push_cast; linarith)
      have hP : 0 ≤ (((k + 1 : ℕ) : ℝ) + 2) * (((k + 1 : ℕ) : ℝ) + 3) * amp n w (k + 1 + 2) :=
        mul_nonneg (by positivity) h3
      have hz : amp n w (k + 1) = 0 := by
        by_contra hne1
        have := mul_pos hc (lt_of_le_of_ne h1 (Ne.symm hne1))
        linarith
      exact amp_no_double_zero n w hw.ne' (k + 1) (by omega) hz h2
  have hjn : j = n + 1 := by
    by_contra hne1
    exact absurd (hpos j (by omega)) (not_lt_of_ge hja)
  rw [hjn] at hja
  exact ⟨w, hw, le_antisymm hja (hnn _ (by omega)), hpos⟩

/-- For every `n ≥ 1` there are a frequency `w > 0` and a polynomial of degree exactly `n`, with
positive coefficients up to order `n`, that solves the harmonium polynomial equation. -/
theorem exists_polynomial (n : ℕ) (hn : 1 ≤ n) :
    ∃ w : ℝ, 0 < w ∧ ∃ p : ℝ[X], p.natDegree = n ∧ Solves n w p ∧ ∀ k ≤ n, 0 < p.coeff k := by
  obtain ⟨w, hw, hz, hpos⟩ := exists_frequency n hn
  -- the series terminates
  have tail : ∀ m, amp n w (n + 1 + m) = 0 ∧ amp n w (n + 1 + m + 1) = 0 := by
    intro m
    induction m with
    | zero =>
      refine ⟨hz, ?_⟩
      change amp n w (n + 2) = 0
      rw [amp, hz]
      simp
    | succ m ih =>
      refine ⟨ih.2, ?_⟩
      change amp n w (n + 1 + m + 2) = 0
      rw [amp, ih.1, ih.2]
      simp
  let p : ℝ[X] := ∑ k ∈ Finset.range (n + 1), C (amp n w k) * X ^ k
  have hc : ∀ k, p.coeff k = amp n w k := by
    intro k
    have h : p.coeff k = if k < n + 1 then amp n w k else 0 := by
      simp [p, finsetSum_coeff, coeff_X_pow]
    rw [h]
    split_ifs with hk
    · rfl
    · obtain ⟨m, rfl⟩ := Nat.exists_eq_add_of_le (not_lt.mp hk)
      exact (tail m).1.symm
  refine ⟨w, hw, p, ?_, ?_, fun k hk => by rw [hc]; exact hpos k hk⟩
  · refine natDegree_eq_of_le_of_coeff_ne_zero (natDegree_le_iff_coeff_eq_zero.2 ?_) ?_
    · intro N hN
      obtain ⟨m, rfl⟩ := Nat.exists_eq_add_of_le (Nat.succ_le_of_lt hN)
      rw [hc]
      exact (tail m).1
    · rw [hc]
      exact (hpos n le_rfl).ne'
  · -- compare coefficients
    have hX : ∀ (q : ℝ[X]) (k : ℕ), (X * derivative q).coeff k = k * q.coeff k := by
      intro q k
      cases k with
      | zero => simp
      | succ k => rw [coeff_X_mul, coeff_derivative]; push_cast; ring
    have e : X * derivative (derivative p) + (C 2 - C w * X ^ 2) * derivative p
        + (C ((n : ℝ) * w) * X - 1) * p
        = X * derivative (derivative p) + C 2 * derivative p - C w * (X * (X * derivative p))
          + C ((n : ℝ) * w) * (X * p) - p := by ring
    unfold Solves
    rw [e]
    ext k
    cases k with
    | zero =>
      simp only [coeff_add, coeff_sub, coeff_C_mul, coeff_X_mul_zero, coeff_derivative, hc,
        coeff_zero]
      norm_num [amp]
    | succ k =>
      simp only [coeff_add, coeff_sub, coeff_C_mul, coeff_X_mul, hX, coeff_derivative, hc,
        coeff_zero]
      push_cast
      linear_combination amp_rec n w k

/-- Differentiating a polynomial times the Gaussian gives another polynomial times the same
Gaussian. -/
theorem deriv_wave (w : ℝ) (p : ℝ[X]) :
    deriv (wave w p) = wave w (derivative p - C (w / 2) * X * p) := by
  funext r
  have hg : HasDerivAt (fun r : ℝ => -(w * r ^ 2 / 4)) (-(w * r / 2)) r := by
    have hs : HasDerivAt (fun r : ℝ => r ^ 2) (2 * r) r := by
      simpa using hasDerivAt_pow 2 r
    refine (((hs.const_mul w).div_const 4).fun_neg).congr_deriv ?_
    ring
  refine (((p.hasDerivAt r).fun_mul hg.exp).congr_deriv ?_).deriv
  simp only [wave, eval_sub, eval_mul, eval_C, eval_X]
  ring

/-- A solution of the polynomial equation gives a solution of the relative-motion Schrödinger
equation with energy `w (n + 3/2)` at every `r ≠ 0`. -/
theorem schrodinger (n : ℕ) (w : ℝ) (p : ℝ[X]) (hp : Solves n w p) (r : ℝ) (hr : r ≠ 0) :
    relHamiltonian w (wave w p) r = w * (n + 3 / 2) * wave w p r := by
  have h := congrArg (eval r) hp
  simp only [eval_add, eval_sub, eval_mul, eval_pow, eval_C, eval_X, eval_one, eval_zero] at h
  have h1 : r * (2 / r) = 2 := by field_simp
  have h2 : r * (1 / r) = 1 := by field_simp
  apply mul_left_cancel₀ hr
  unfold relHamiltonian
  rw [deriv_wave, deriv_wave]
  simp only [wave, derivative_sub, derivative_mul, derivative_C, derivative_X, eval_add,
    eval_sub, eval_mul, eval_C, eval_X, eval_one, eval_zero]
  linear_combination (-Real.exp (-(w * r ^ 2 / 4))) * h
    - ((eval r (derivative p) - w / 2 * r * eval r p) * Real.exp (-(w * r ^ 2 / 4))) * h1
    + (eval r p * Real.exp (-(w * r ^ 2 / 4))) * h2

/-- For `w > 0` the radial function is square-integrable with the volume weight `r²`. -/
theorem normalizable (w : ℝ) (hw : 0 < w) (p : ℝ[X]) :
    MeasureTheory.IntegrableOn (fun r => r ^ 2 * wave w p r ^ 2) (Set.Ioi 0) := by
  have key : ∀ q : ℝ[X], MeasureTheory.Integrable
      (fun r : ℝ => q.eval r * Real.exp (-(w / 2) * r ^ 2)) := by
    intro q
    induction q using Polynomial.induction_on' with
    | add f g hf hg =>
      simp only [eval_add, add_mul]
      exact hf.add hg
    | monomial k c =>
      have hk : (-1 : ℝ) < (k : ℝ) := by
        have : (0 : ℝ) ≤ k := Nat.cast_nonneg k
        linarith
      have h := (integrable_rpow_mul_exp_neg_mul_sq (half_pos hw) hk).const_mul c
      simp only [Real.rpow_natCast] at h
      simp only [eval_monomial, mul_assoc]
      exact h
  have e : (fun r => r ^ 2 * wave w p r ^ 2)
      = fun r : ℝ => (X ^ 2 * p ^ 2).eval r * Real.exp (-(w / 2) * r ^ 2) := by
    funext r
    have hE : Real.exp (-(w / 2) * r ^ 2) = Real.exp (-(w * r ^ 2 / 4)) ^ 2 := by
      rw [pow_two (Real.exp _), ← Real.exp_add]
      congr 1
      ring
    rw [hE]
    simp only [wave, eval_mul, eval_pow, eval_X]
    ring
  rw [e]
  exact (key _).integrableOn

/-- For every `n ≥ 1` there is a trap frequency `w > 0` with a normalizable state, a polynomial
of degree `n` times a Gaussian, positive for `r ≥ 0` and of relative energy `w (n + 3/2)`. -/
theorem harmonium_states_exist (n : ℕ) (hn : 1 ≤ n) :
    ∃ w : ℝ, 0 < w ∧ ∃ p : ℝ[X], p.natDegree = n ∧ (∀ r, 0 ≤ r → 0 < wave w p r) ∧
      MeasureTheory.IntegrableOn (fun r => r ^ 2 * wave w p r ^ 2) (Set.Ioi 0) ∧
      ∀ r, 0 < r → relHamiltonian w (wave w p) r = w * (n + 3 / 2) * wave w p r := by
  obtain ⟨w, hw, p, hd, hp, hc⟩ := exists_polynomial n hn
  refine ⟨w, hw, p, hd, fun r hr => mul_pos ?_ (Real.exp_pos _), normalizable w hw p,
    fun r hr => schrodinger n w p hp r hr.ne'⟩
  -- positive coefficients exclude nodes
  rw [eval_eq_sum_range, hd]
  refine Finset.sum_pos' (fun k hk => ?_) ⟨0, by simp, by simpa using hc 0 (Nat.zero_le n)⟩
  have hk' : k ≤ n := by
    have := Finset.mem_range.mp hk
    omega
  exact mul_nonneg (hc k hk').le (pow_nonneg hr k)

/-- The electron-electron cusp condition: at coalescence the slope of the radial function is half
its value, for every solution of the polynomial equation. -/
theorem cusp_condition (n : ℕ) (w : ℝ) (p : ℝ[X]) (hp : Solves n w p) :
    deriv (wave w p) 0 = wave w p 0 / 2 := by
  have h := congrArg (eval 0) hp
  simp only [eval_add, eval_sub, eval_mul, eval_pow, eval_C, eval_X, eval_one, eval_zero] at h
  rw [deriv_wave]
  simp only [wave, eval_sub, eval_mul, eval_C, eval_X]
  linear_combination (Real.exp (-(w * 0 ^ 2 / 4)) / 2) * h

/-- At frequency `1/2` the polynomial `1 + r/2` solves the equation with `n = 1`. -/
theorem solves_witness : Solves 1 (1 / 2) (1 + C (1 / 2) * X) := by
  apply Polynomial.funext
  intro r
  simp only [derivative_add, derivative_one, derivative_mul, derivative_C, derivative_X,
    derivative_zero, eval_add, eval_sub, eval_mul, eval_pow, eval_C, eval_X, eval_one,
    eval_zero, Nat.cast_one]
  ring

end

end Harmonium
```

```lean
#print axioms Harmonium.harmonium_states_exist
-- 'Harmonium.harmonium_states_exist' depends on axioms: [propext, Classical.choice, Quot.sound]
#print axioms Harmonium.cusp_condition
-- 'Harmonium.cusp_condition' depends on axioms: [propext, Classical.choice, Quot.sound]
```

## A frequency for each degree

`harmonium_states_exist` says that for every natural number n ≥ 1 there are a frequency ω > 0 and a real polynomial p of degree exactly n such that

φ(r) = p(r) exp(−ωr²/4)

is positive for all r ≥ 0, has a finite integral of r²φ² over r > 0, and satisfies for every r > 0

−φ'' − (2/r)φ' + (ω²r²/4 + 1/r)φ = ω(n + 3/2)φ.

The frequency depends on n. The theorem gives neither its value nor its uniqueness, and it says nothing about a trap whose frequency is prescribed in advance.

`exists_polynomial` states the algebraic core, with all coefficients of p from order 0 to n positive:

r p'' + (2 − ωr²)p' + (nωr − 1)p = 0.

In Lean this is `Solves n w p`, an identity between polynomials and not merely an equation at sampled points.

## The relative motion of two trapped electrons

In atomic units, two electrons in a trap of frequency ω have the Hamiltonian

−½∇₁² − ½∇₂² + ½ω²(r₁² + r₂²) + 1/|r₁ − r₂|.

Separating off the centre of mass leaves −∇² + ω²r²/4 + 1/r for the relative coordinate, where r is the interelectronic distance. On functions of r alone this becomes `relHamiltonian`. The separation and the restriction to s waves are done here in prose; the Lean definition starts from the radial expression. Since φ is symmetric under exchange of the electrons, it belongs to a spin singlet.

Lean writes `w` for ω. The name `amp` denotes a power-series coefficient, not a probability amplitude, and n is a polynomial degree, not a count of nodes. The function `wave` is unnormalised: the p constructed here has constant term 1.

For two electrons at these special frequencies, such states provide exact references for correlation methods and density functionals.

## From the Schrödinger equation to a recursion

Let g = exp(−ωr²/4). Differentiating φ = pg twice gives

φ' = (p' − ωrp/2)g

φ'' = (p'' − ωrp' − ωp/2 + ω²r²p/4)g.

On insertion the quadratic potential cancels. With energy ω(n + 3/2), multiplication by −r/g leaves exactly the polynomial equation above.

Now write p = Σ aₖrᵏ with a₀ = 1. The constant term of the equation gives 2a₁ = a₀, so a₁ = 1/2. The coefficient of rᵏ⁺¹ gives

(k + 2)(k + 3)aₖ₊₂ = aₖ₊₁ − ω(n − k)aₖ.

This is `amp_rec`, with aₖ = `amp n w k`. At k = n the last term drops out, so aₙ₊₁ = 0 implies aₙ₊₂ = 0, and two successive zeros make all later coefficients vanish. What remains is to find ω > 0 with aₙ₊₁ = 0 and aₙ ≠ 0.

## The first frequency at which positivity fails

Each aₖ is continuous in ω (`amp_continuous`). At ω = 0 the recursion divides a positive number by a positive number, so every aₖ is positive (`amp_zero_pos`). At ω = 1, however,

a₂ = (1/2 − n)/6 < 0.

Let S be the set of ω ≥ 0 at which at least one of a₀, …, aₙ₊₁ is not positive. It is closed, bounded below and contains 1, so it has a smallest element, which is called ω from here on. It is not 0, because all coefficients are positive there.

At this ω none of these coefficients is negative. If some aᵢ were, the intermediate value theorem (`intermediate_value_Icc'`) would give it a zero at some t between 0 and ω. Then t lies in S, so minimality forces t = ω, where aᵢ would be both zero and negative.

Suppose next that aₘ = 0 for some m ≤ n. Since a₀ and a₁ are positive, m ≥ 2. The recursion with k = m − 1 reads

(m + 1)(m + 2)aₘ₊₁ = −ω(n − m + 1)aₘ₋₁.

The left side is nonnegative and the right side is nonpositive, so aₘ₋₁ = 0. With two neighbouring zeros, the recursion one step lower gives ω(n − m + 2)aₘ₋₂ = 0, hence aₘ₋₂ = 0. Repeating this leads down to a₀ = 0, which contradicts a₀ = 1. The descent is the induction in `amp_no_double_zero`.

So a₀, …, aₙ are positive. Some coefficient fails to be positive at ω, and only aₙ₊₁ is left; being nonnegative, it is zero. That is `exists_frequency`.

In `exists_polynomial`, the auxiliary statement `tail` carries the two zeros upwards, p is the finite sum up to order n, and `ext k` compares coefficients: the constant term follows from a₀ = 1 and a₁ = 1/2, and all the others from `amp_rec`.

## Back to the wave function

`deriv_wave` is the formula for φ' above, and applying it twice gives φ''. `schrodinger` multiplies the desired equation by r, and `linear_combination` subtracts the matching multiple of the polynomial equation.

For `normalizable`, r²φ² = r²p² exp(−ωr²/2) is a finite sum of powers times a Gaussian, each of which is integrable; the induction over polynomials expresses this. Positivity of φ is immediate, since p has positive coefficients and r ≥ 0.

Setting r = 0 in the polynomial equation gives 2p'(0) = p(0). The Gaussian has zero slope there, so

φ'(0) = φ(0)/2,

the electron-electron cusp condition for a singlet pair. `cusp_condition` states it for every solution p of the polynomial equation.

## Degree one, and the equation for rφ

For n = 1 the termination condition is a₂ = (1/2 − ω)/6 = 0, so ω = 1/2 and p = 1 + r/2, which `solves_witness` checks. The relative energy is 5/4 hartree; the centre-of-mass ground state adds 3/4, for a total of 2 hartree. Normalised so that r²φ² integrates to 1, the radial function is

φ(r) = (1 + r/2) exp(−r²/8) / √(8 + 5√π).

Degree 0 is impossible: for a nonzero constant p, the constant term of the polynomial equation is −p.

The statement could also have been modelled with u = rφ, which satisfies

−u'' + (ω²r²/4 + 1/r)u = ω(n + 3/2)u, u(0) = 0.

The first-derivative term and the weight r² then disappear, but the polynomial factor has degree n + 1, positivity holds only for r > 0, and the cusp condition becomes u''(0) = u'(0), which is less easily recognised.
